# Two states of equal energy for which the constrained-DFT dual energy −|l| is maximal at l = 0 though neither state meets the constraint

The model has just two states, without superpositions or mixtures, both of energy 0, and an observable that is 1 on one and −1 on the other. With the constraint that the observable be 0 coupled in through a real multiplier l, the two energies are l and −l. The theorem `kink_violates_constraint` states that their minimum is −|l| for every l, that −|l| is greatest at l = 0, and that neither state satisfies the constraint. To show that the minimum is attained, the proof splits on the sign of l and names the state with the lower energy; it then checks that neither state lies below −|l|.

The first attempt, which Lean rejects:

```lean
import Mathlib

open Set

namespace ConstrainedDFT

/-- The energy `f` of a trial state `x` with the constraint `g = N` coupled in through the
multiplier `l`. -/
def cdftEnergy {X : Type*} (f g : X → ℝ) (N l : ℝ) (x : X) : ℝ :=
  f x + l * (g x - N)

/-- `W l` is the minimum of the constrained-DFT energy over all states, attained for every
real multiplier `l`. -/
def IsDualEnergy {X : Type*} (f g : X → ℝ) (N : ℝ) (W : ℝ → ℝ) : Prop :=
  ∀ l, IsLeast (range (cdftEnergy f g N l)) (W l)

/-- An observable with the values `1` and `-1` on the two states of a two-state system. -/
def twoState (b : Bool) : ℝ := if b then 1 else -1

/-- For two states of equal energy and the constraint `twoState = 0`, `W l = -|l|` is maximal at
`l = 0`, yet no state meets the constraint. -/
theorem kink_violates_constraint :
    IsDualEnergy (fun _ => 0) twoState 0 (fun l => -|l|) ∧
      (∀ l : ℝ, -|l| ≤ -|(0 : ℝ)|) ∧ ∀ b, twoState b ≠ 0 := by
  refine ⟨fun l => ?_, fun l => by simp, fun b => by cases b <;> simp [twoState]⟩
  have ht : cdftEnergy (fun _ => 0) twoState 0 l true = l := by simp [cdftEnergy, twoState]
  have hf : cdftEnergy (fun _ => 0) twoState 0 l false = -l := by simp [cdftEnergy, twoState]
  constructor
  · rcases le_total 0 l with h | h
    · exact ⟨false, by rw [hf, abs_of_nonneg h]⟩
    · exact ⟨true, by rw [ht, abs_of_nonpos h, neg_neg]⟩
  · rintro _ ⟨b, rfl⟩
    cases b
    · rw [hf]
      exact neg_le_neg (le_abs_self l)
    · rw [ht]
      exact neg_abs_le l

end ConstrainedDFT
```

Compiling this gives:

```
Main.lean:30:31: error: Tactic `rewrite` failed: Did not find an occurrence of the pattern
  |l|
in the target expression
  -l = (fun l => -|l|) l

l : ℝ
ht : cdftEnergy (fun x => 0) twoState 0 l true = l
hf : cdftEnergy (fun x => 0) twoState 0 l false = -l
h : 0 ≤ l
⊢ -l = (fun l => -|l|) l
Main.lean:31:30: error: Tactic `rewrite` failed: Did not find an occurrence of the pattern
  |l|
in the target expression
  l = (fun l => -|l|) l

l : ℝ
ht : cdftEnergy (fun x => 0) twoState 0 l true = l
hf : cdftEnergy (fun x => 0) twoState 0 l false = -l
h : l ≤ 0
⊢ l = (fun l => -|l|) l
```

Diagnosis. Both errors have the same cause, one for each sign of `l`. After `rw [hf]` or `rw [ht]`, the right side of the goal is still `(fun l => -|l|) l`, a function applied to `l` but not yet evaluated. The absolute value inside it is that of the function's own bound variable, not of the `l` in the context. `abs_of_nonneg h` and `abs_of_nonpos h` look for `|l|` with the latter `l`, and `rw` finds no such term, although the applied function equals `-|l|` by definition.

In the repair, each `show` restates the goal with `-|l|` on the right, which Lean accepts because the two forms are definitionally equal. The term `|l|` is then present, and the same rewrites as before close the goals. The `refine` lines still choose the same states; they only leave the equation as a separate goal, on which `show` can act.

This version goes through:

```diff
@@ -28,6 +28,10 @@
   constructor
   · rcases le_total 0 l with h | h
-    · exact ⟨false, by rw [hf, abs_of_nonneg h]⟩
-    · exact ⟨true, by rw [ht, abs_of_nonpos h, neg_neg]⟩
+    · refine ⟨false, ?_⟩
+      show cdftEnergy (fun _ => 0) twoState 0 l false = -|l|
+      rw [hf, abs_of_nonneg h]
+    · refine ⟨true, ?_⟩
+      show cdftEnergy (fun _ => 0) twoState 0 l true = -|l|
+      rw [ht, abs_of_nonpos h, neg_neg]
   · rintro _ ⟨b, rfl⟩
     cases b
```
